# A Hartree–Fock aufbau solution is the unique global minimum when its gap exceeds the attraction bound of the interaction

In a finite basis, a self-consistent aufbau density matrix $P$ should be the global Hartree–Fock minimum if its gap $w$ is larger than a constant $L$, chosen so that the second-order part of the two-electron energy change from $P$ to any density matrix $Q$ is at least $-\tfrac L2\lVert Q-P\rVert^2$. I would even expect a quantitative version,

$$E(Q)-E(P)\ \ge\ \frac{w-L}{2}\,\lVert Q-P\rVert^2 ,$$

for every density matrix $Q$ with the same number of electrons. The usual stability analysis only looks at small orbital rotations, whereas this covers every determinant. Can it be made rigorous, and checked by machine?

## The gap bounds the first order, $L$ the second

Yes, for real orbitals. The inequality holds as you wrote it, whatever the sign of $w-L$, and $w>L$ makes $P$ the unique minimum.

Work with real matrices in an orthonormal basis. A density matrix here belongs to a single determinant: it is symmetric and idempotent, and its trace $N$ is the number of occupied orbitals. Let $h$ be the core Hamiltonian and $G$ the linear map from a density matrix to its mean field, with

$$E(P)=\operatorname{tr}(hP)+\tfrac12\operatorname{tr}(P\,G(P)),\qquad F=h+G(P).$$

On symmetric matrices, assume $\operatorname{tr}(X G(Y))=\operatorname{tr}(Y G(X))$ and $\operatorname{tr}(X G(X))\ge -L\lVert X\rVert^2$, in the Frobenius norm. Physically, $L$ limits the attraction that exchange can produce between density changes.

**Expansion.** Put $D=Q-P$. Since $\operatorname{tr}(P G(D))=\operatorname{tr}(D G(P))$, the cross terms combine and

$$E(Q)-E(P)=\operatorname{tr}(FD)+\tfrac12\operatorname{tr}(D\,G(D)).$$

This is exact, because $E$ is quadratic. The last term is at least $-\tfrac L2\lVert D\rVert^2$.

**Populations.** Let the columns of the orthogonal matrix $C$ be the eigenvectors of $F$, with energies $\varepsilon_i$. Then $R=C^TQC$ is again symmetric and idempotent, so its diagonal entries $q_i$ satisfy $q_i=\sum_j R_{ij}^2\ge q_i^2$. Hence $0\le q_i\le1$, and $\sum_i q_i=N$.

**First order.** Let $o_i$ be 1 for occupied orbitals and 0 for empty ones, so $\sum_i o_i=N$. Occupied energies lie at or below a level $\mu$, empty ones at or above $\mu+w$. For every $i$,

$$\varepsilon_i(q_i-o_i)\ \ge\ \mu(q_i-o_i)+w(1-o_i)q_i .$$

For an occupied orbital this says $(\mu-\varepsilon_i)(1-q_i)\ge0$; for an empty one, $(\varepsilon_i-\mu-w)q_i\ge0$. Since $P=C\operatorname{diag}(o)C^T$, the left sides add up to $\operatorname{tr}(FD)$, and $\sum_i o_iq_i=\operatorname{tr}(PQ)$. The $\mu$ terms sum to zero, so

$$\operatorname{tr}(FD)\ge w\,(N-\operatorname{tr}(PQ)).$$

**Distance.** Idempotency gives $\lVert D\rVert^2=\operatorname{tr}(D^2)=2(N-\operatorname{tr}(PQ))$. Therefore $\operatorname{tr}(FD)\ge\tfrac w2\lVert D\rVert^2$, and adding the second-order bound gives the claim.

The complete Lean file follows.

```lean
import Mathlib

open Matrix

namespace HartreeFockGlobalMinimum

noncomputable section

variable {n : Type*} [Fintype n] {h F P Q C : Matrix n n ℝ}
  {G : Matrix n n ℝ →ₗ[ℝ] Matrix n n ℝ} {L w μ : ℝ} {ε : n → ℝ} {occ : Finset n} {N : ℕ}

/-- The Fock matrix `F(P) = h + G(P)`. -/
def fock (h : Matrix n n ℝ) (G : Matrix n n ℝ →ₗ[ℝ] Matrix n n ℝ) (P : Matrix n n ℝ) :
    Matrix n n ℝ := h + G P

/-- The Hartree-Fock energy `E(P) = tr(h P) + tr(P G(P)) / 2`. -/
def energy (h : Matrix n n ℝ) (G : Matrix n n ℝ →ₗ[ℝ] Matrix n n ℝ) (P : Matrix n n ℝ) : ℝ :=
  Matrix.trace (h * P) + Matrix.trace (P * G P) / 2

/-- The squared Frobenius norm, the sum of the squared entries. -/
def frobSq (X : Matrix n n ℝ) : ℝ := ∑ i, ∑ j, X i j ^ 2

/-- A density matrix: symmetric, idempotent, of trace `N`. -/
structure IsDensity (Q : Matrix n n ℝ) (N : ℕ) : Prop where
  symm : Qᵀ = Q
  idem : Q * Q = Q
  count : Matrix.trace Q = N

/-- On symmetric matrices `G` is self-adjoint for the trace product and bounded below by `-L`. -/
structure IsInteraction (G : Matrix n n ℝ →ₗ[ℝ] Matrix n n ℝ) (L : ℝ) : Prop where
  selfAdj : ∀ X Y, Xᵀ = X → Yᵀ = Y → Matrix.trace (X * G Y) = Matrix.trace (Y * G X)
  lower : ∀ X, Xᵀ = X → -L * frobSq X ≤ Matrix.trace (X * G X)


/-- For a symmetric matrix the squared Frobenius norm is `tr(X X)`. -/
theorem frobSq_eq_trace (X : Matrix n n ℝ) (hX : Xᵀ = X) :
    frobSq X = Matrix.trace (X * X) := by
  simp only [frobSq, Matrix.trace, Matrix.diag_apply, Matrix.mul_apply]
  refine Finset.sum_congr rfl fun i _ => Finset.sum_congr rfl fun j _ => ?_
  have h : X j i = X i j := congrFun (congrFun hX i) j
  rw [h, sq]

/-- The squared distance of two `N`-electron density matrices is `2 (N - tr(P Q))`. -/
theorem frobSq_sub (hP : IsDensity P N) (hQ : IsDensity Q N) :
    frobSq (Q - P) = 2 * (N - Matrix.trace (P * Q)) := by
  rw [frobSq_eq_trace _ (by rw [transpose_sub, hP.symm, hQ.symm])]
  have hc := Matrix.trace_mul_comm P Q
  simp only [Matrix.mul_sub, Matrix.sub_mul, trace_sub, hP.idem, hQ.idem, hP.count, hQ.count]
  linarith

/-- The energy change is the Fock matrix term plus a term quadratic in `Q - P`. -/
theorem energy_expansion (hG : IsInteraction G L) (hP : Pᵀ = P) (hQ : Qᵀ = Q) :
    energy h G Q = energy h G P + Matrix.trace (fock h G P * (Q - P))
      + Matrix.trace ((Q - P) * G (Q - P)) / 2 := by
  have e := hG.selfAdj P Q hP hQ
  have c := Matrix.trace_mul_comm (G P) Q
  have c' := Matrix.trace_mul_comm (G P) P
  simp only [energy, fock, map_sub, Matrix.add_mul, Matrix.mul_sub, Matrix.sub_mul,
    trace_add, trace_sub]
  linarith

/-- Each diagonal entry of a symmetric idempotent matrix lies between zero and one. -/
theorem population_bounds (hs : Qᵀ = Q) (hi : Q * Q = Q) (i : n) : 0 ≤ Q i i ∧ Q i i ≤ 1 := by
  have e : Q i i = ∑ j, Q i j ^ 2 := by
    calc Q i i = (Q * Q) i i := by rw [hi]
      _ = ∑ j, Q i j ^ 2 := by
        rw [Matrix.mul_apply]
        refine Finset.sum_congr rfl fun j _ => ?_
        have h : Q j i = Q i j := congrFun (congrFun hs i) j
        rw [h, sq]
  have h0 : 0 ≤ ∑ j, Q i j ^ 2 := Finset.sum_nonneg fun j _ => sq_nonneg _
  have h1 : Q i i ^ 2 ≤ ∑ j, Q i j ^ 2 :=
    Finset.single_le_sum (f := fun j => Q i j ^ 2) (fun j _ => sq_nonneg _) (Finset.mem_univ i)
  constructor
  · linarith
  · nlinarith

variable [DecidableEq n]

/-- Occupation numbers: one on the occupied orbitals, zero on the others. -/
def occupation (occ : Finset n) (i : n) : ℝ := if i ∈ occ then 1 else 0

/-- The columns of `C` are orthonormal eigenvectors of `F` with energies `ε`, and `P` projects
onto the occupied ones. Occupied levels lie at or below `μ`, empty ones at or above `μ + w`. -/
structure IsAufbau (F P C : Matrix n n ℝ) (ε : n → ℝ) (occ : Finset n) (μ w : ℝ) : Prop where
  orth : Cᵀ * C = 1
  eig : F * C = C * diagonal ε
  fill : P * C = C * diagonal (occupation occ)
  below : ∀ i ∈ occ, ε i ≤ μ
  above : ∀ a ∉ occ, μ + w ≤ ε a

/-- If the columns of `C` are orthonormal eigenvectors of `F`, then `tr(F X)` is the sum of the
eigenvalues weighted with the orbital populations of `X`. -/
theorem trace_orbital (hC : Cᵀ * C = 1) (hF : F * C = C * diagonal ε) (X : Matrix n n ℝ) :
    Matrix.trace (F * X) = ∑ i, ε i * (Cᵀ * X * C) i i := by
  have h : F = C * diagonal ε * Cᵀ := by
    rw [← hF, Matrix.mul_assoc, mul_eq_one_comm.mp hC, Matrix.mul_one]
  have h' : F * X = C * (diagonal ε * (Cᵀ * X)) := by
    rw [h]
    simp only [Matrix.mul_assoc]
  rw [h', Matrix.trace_mul_comm C, Matrix.mul_assoc]
  simp only [Matrix.trace, Matrix.diag_apply, Matrix.diagonal_mul]

/-- If `P` is an aufbau density matrix for `F` with gap `w`, then `tr(F (Q - P))` is at least `w /
2` times the squared distance of `Q` and `P`, for every density matrix `Q` of equal trace. -/
theorem first_order_bound (hA : IsAufbau F P C ε occ μ w) (hP : IsDensity P N)
    (hQ : IsDensity Q N) : w / 2 * frobSq (Q - P) ≤ Matrix.trace (F * (Q - P)) := by
  have hC : C * Cᵀ = 1 := mul_eq_one_comm.mp hA.orth
  -- Q in the orbital basis is again a density matrix
  have hR : (Cᵀ * Q * C) * (Cᵀ * Q * C) = Cᵀ * Q * C := by
    calc _ = Cᵀ * (Q * (C * Cᵀ) * Q) * C := by simp only [Matrix.mul_assoc]
      _ = _ := by rw [hC, Matrix.mul_one, hQ.idem]
  have hRs : (Cᵀ * Q * C)ᵀ = Cᵀ * Q * C := by
    simp only [transpose_mul, transpose_transpose, hQ.symm, Matrix.mul_assoc]
  have hNQ : ∑ i, (Cᵀ * Q * C) i i = N := by
    change Matrix.trace (Cᵀ * Q * C) = N
    rw [Matrix.trace_mul_comm, ← Matrix.mul_assoc, hC, Matrix.one_mul, hQ.count]
  have hNP := trace_orbital hA.orth hA.fill 1
  simp only [hA.orth, hP.count, Matrix.one_apply_eq, mul_one] at hNP
  have hFP : Matrix.trace (F * P) = ∑ i, ε i * occupation occ i := by
    rw [trace_orbital hA.orth hA.eig, Matrix.mul_assoc, hA.fill, ← Matrix.mul_assoc, hA.orth,
      Matrix.one_mul]
    simp only [diagonal_apply_eq]
  -- compare orbital by orbital with the level μ
  have pt : ∀ i, μ * ((Cᵀ * Q * C) i i - occupation occ i)
      + w * ((Cᵀ * Q * C) i i - occupation occ i * (Cᵀ * Q * C) i i)
      ≤ ε i * (Cᵀ * Q * C) i i - ε i * occupation occ i := by
    intro i
    have hq := population_bounds hRs hR i
    by_cases hi : i ∈ occ
    · simp only [occupation, hi, if_true]
      nlinarith [mul_nonneg (sub_nonneg.2 (hA.below i hi)) (sub_nonneg.2 hq.2)]
    · simp only [occupation, hi, if_false]
      nlinarith [mul_nonneg (sub_nonneg.2 (hA.above i hi)) hq.1]
  have hsum := Finset.sum_le_sum fun i (_ : i ∈ Finset.univ) => pt i
  simp only [Finset.sum_add_distrib, Finset.sum_sub_distrib, ← Finset.mul_sum, hNQ,
    ← hNP] at hsum
  rw [frobSq_sub hP hQ, Matrix.mul_sub, trace_sub, trace_orbital hA.orth hA.eig Q, hFP,
    trace_orbital hA.orth hA.fill Q]
  linarith

/-- Global minimum criterion: if `P` is an aufbau solution with gap `w`, every density matrix `Q`
with as many electrons has `E(Q) - E(P) ≥ (w - L) / 2 * ‖Q - P‖²`. -/
theorem global_minimum_criterion (hG : IsInteraction G L)
    (hA : IsAufbau (fock h G P) P C ε occ μ w) (hP : IsDensity P N) (hQ : IsDensity Q N) :
    (w - L) / 2 * frobSq (Q - P) ≤ energy h G Q - energy h G P := by
  have h1 := first_order_bound hA hP hQ
  have h2 := hG.lower (Q - P) (by rw [transpose_sub, hP.symm, hQ.symm])
  have h3 := energy_expansion (h := h) hG hP.symm hQ.symm
  linarith

/-- If the gap exceeds `L`, every other density matrix with as many electrons has a strictly
higher energy than the aufbau solution. -/
theorem unique_global_minimum (hG : IsInteraction G L)
    (hA : IsAufbau (fock h G P) P C ε occ μ w) (hw : L < w) (hP : IsDensity P N)
    (hQ : IsDensity Q N) (hne : Q ≠ P) : energy h G P < energy h G Q := by
  obtain ⟨i, j, hij⟩ : ∃ i j, (Q - P) i j ≠ 0 := by
    by_contra hc
    push Not at hc
    exact hne (sub_eq_zero.mp (Matrix.ext hc))
  have hpos : 0 < frobSq (Q - P) :=
    Finset.sum_pos' (fun k _ => Finset.sum_nonneg fun l _ => sq_nonneg _)
      ⟨i, Finset.mem_univ i, Finset.sum_pos' (fun l _ => sq_nonneg _)
        ⟨j, Finset.mem_univ j, by positivity⟩⟩
  have hm := global_minimum_criterion hG hA hP hQ
  have := mul_pos (half_pos (sub_pos.2 hw)) hpos
  linarith

/-- Core Hamiltonian of a two-level model, with levels `0` and `w - L`. -/
def twoLevelCore (w L : ℝ) : Matrix (Fin 2) (Fin 2) ℝ := !![0, 0; 0, w - L]

/-- The interaction `G(X) = -L X` of the two-level model. -/
def attraction (L : ℝ) : Matrix (Fin 2) (Fin 2) ℝ →ₗ[ℝ] Matrix (Fin 2) (Fin 2) ℝ :=
  (-L) • LinearMap.id

/-- The density matrix with one electron in the first level. -/
def firstLevel : Matrix (Fin 2) (Fin 2) ℝ := !![1, 0; 0, 0]

/-- The two-level model meets the hypotheses of the criterion. -/
theorem two_level_witness (w L : ℝ) : IsInteraction (attraction L) L ∧ IsDensity firstLevel 1 ∧
    IsAufbau (fock (twoLevelCore w L) (attraction L) firstLevel) firstLevel 1
      ![-L, w - L] {0} (-L) w := by
  refine ⟨⟨fun X Y _ _ => ?_, fun X hX => ?_⟩, ⟨?_, ?_, ?_⟩, ⟨by simp, ?_, ?_, ?_, ?_⟩⟩
  · simp only [attraction, LinearMap.smul_apply, LinearMap.id_apply, Matrix.mul_smul, trace_smul]
    rw [Matrix.trace_mul_comm X Y]
  · rw [frobSq_eq_trace X hX]
    simp only [attraction, LinearMap.smul_apply, LinearMap.id_apply, Matrix.mul_smul, trace_smul,
      smul_eq_mul, le_refl]
  · ext i j
    fin_cases i <;> fin_cases j <;> rfl
  · rw [firstLevel, Matrix.mul_fin_two]
    simp
  · simp [firstLevel, Matrix.trace_fin_two]
  · rw [Matrix.mul_one, Matrix.one_mul]
    ext i j
    fin_cases i <;> fin_cases j <;> simp [fock, twoLevelCore, attraction, firstLevel]
  · rw [Matrix.mul_one, Matrix.one_mul]
    ext i j
    fin_cases i <;> fin_cases j <;> simp [firstLevel, occupation]
  · intro i hi
    have hi' : i = 0 := by simpa using hi
    subst hi'
    exact le_refl (-L)
  · intro a ha
    have ha' : a = 1 := Fin.eq_one_of_ne_zero a (by simpa using ha)
    subst ha'
    show -L + w ≤ w - L
    linarith

/-- In the two-level model the criterion is an equality for every one-electron density matrix. -/
theorem two_level_sharp (w L : ℝ) {Q : Matrix (Fin 2) (Fin 2) ℝ} (hQ : IsDensity Q 1) :
    energy (twoLevelCore w L) (attraction L) Q
      - energy (twoLevelCore w L) (attraction L) firstLevel
      = (w - L) / 2 * frobSq (Q - firstLevel) := by
  have hP := (two_level_witness w L).2.1
  have e : ∀ X, IsDensity X 1 → energy (twoLevelCore w L) (attraction L) X
      = (w - L) * X 1 1 - L / 2 := by
    intro X hX
    have hc : Matrix.trace (twoLevelCore w L * X) = (w - L) * X 1 1 := by
      simp only [Matrix.trace_fin_two, Matrix.mul_apply, Fin.sum_univ_two]
      simp [twoLevelCore]
    simp only [energy, hc, attraction, LinearMap.smul_apply, LinearMap.id_apply,
      Matrix.mul_smul, trace_smul, hX.idem, hX.count, smul_eq_mul, Nat.cast_one]
    ring
  have t : Q 0 0 + Q 1 1 = 1 := by simpa [Matrix.trace_fin_two] using hQ.count
  have hPQ : Matrix.trace (firstLevel * Q) = Q 0 0 := by
    simp only [Matrix.trace_fin_two, Matrix.mul_apply, Fin.sum_univ_two]
    simp [firstLevel]
  have hz : firstLevel 1 1 = 0 := by simp [firstLevel]
  rw [e Q hQ, e firstLevel hP, frobSq_sub hP hQ, hPQ, hz, Nat.cast_one]
  linear_combination (w - L) * t

end

end HartreeFockGlobalMinimum
```

```lean
#print axioms HartreeFockGlobalMinimum.unique_global_minimum
#print axioms HartreeFockGlobalMinimum.two_level_sharp
```

```
'HartreeFockGlobalMinimum.unique_global_minimum' depends on axioms: [propext, Classical.choice, Quot.sound]
'HartreeFockGlobalMinimum.two_level_sharp' depends on axioms: [propext, Classical.choice, Quot.sound]
```

## What the Lean hypotheses say about the molecule

The finite type `n` labels the orthonormal basis functions. `fock` and `energy` are $F$ and $E$, and `frobSq` is the squared norm. `IsDensity Q N` describes a single determinant: `Q` is symmetric and idempotent with trace `N`. `IsInteraction G L` holds the two assumptions on $G$.

`IsAufbau` contains the orbitals `C`, the energies `ε`, the occupied set `occ` and the level `μ`. In `global_minimum_criterion` it is applied to `fock h G P` and to the same `P`, which is the self-consistency condition. The theorem then gives the inequality for every density `Q` with trace `N`. `unique_global_minimum` adds `L < w` and `Q ≠ P`, and concludes that `Q` has strictly higher energy.

With spin orbitals and $G=J-K$, the Coulomb minus the exchange matrix, `energy` is the usual Hartree–Fock energy. For closed shells with $G=2J-K$ and a spatial projector $P$, it is half the total electronic energy, and the competitors are closed-shell determinants only.

The existence of an aufbau solution is assumed, as is the value of $L$, which is not derived from integrals. Complex orbitals and overlapping basis functions are not treated. The minimum is that of the mean-field energy at fixed electron number, not the exact ground-state energy.

## From orbital populations to the energy bound

`energy_expansion` expands the products and leaves the cancellation to `linarith`, which receives the self-adjointness and the cyclicity of the trace. `population_bounds` is the argument $q_i\ge q_i^2$, and `frobSq_sub` is the distance formula.

`trace_orbital` writes $\operatorname{tr}(FX)$ as a sum over orbitals. It is also applied with $P$ in place of $F$, since $P$ has the same eigenvectors with the occupations as eigenvalues; this supplies $\sum_i o_i=N$ and $\operatorname{tr}(PQ)=\sum_i o_iq_i$. In `first_order_bound`, the statement `pt` is the orbital-by-orbital inequality, where `nlinarith` is handed the two nonnegative products above. `global_minimum_criterion` adds the estimates. For strictness, `unique_global_minimum` finds a nonzero entry of $Q-P$, which makes the norm positive.

The last two theorems treat two levels with $h=\operatorname{diag}(0,w-L)$ and $G(X)=-LX$. `two_level_witness` verifies the hypotheses, and `two_level_sharp` shows equality for every one-electron density: both sides are $(w-L)Q_{11}$, with indices starting at 0. The factor $(w-L)/2$ is therefore the best that these assumptions allow. The model is an algebraic test case, not a Coulomb system: for $L\ne0$ its single electron interacts with itself.

## `mul_eq_one_comm`: orthonormal orbitals are complete

The hypothesis `orth` says $C^TC=1$, that is, the orbitals are orthonormal. The proof also needs $CC^T=1$, their completeness: it gives $F=C\operatorname{diag}(\varepsilon)C^T$ and keeps $C^TQC$ idempotent. For square matrices `mul_eq_one_comm` turns one identity into the other. This step uses the finite dimension, since an infinite orthonormal set may be incomplete.

## Testing a converged SCF solution

After convergence in an orthonormalised real basis, $w$ is the difference between the lowest empty and the highest occupied orbital energy. The smallest admissible $L$ is minus the lowest eigenvalue of $G$ on symmetric matrices. A Lanczos or Davidson solver can estimate it from repeated builds of $G(X)$, without storing $G$. Such solvers approach the lowest eigenvalue from above, so the estimate of $L$ tends to be too small and needs a margin. If $w>L$ holds with a margin that covers this error, no other real determinant with the same number of electrons lies lower in this finite-basis model (with the closed-shell $G=2J-K$, no other closed-shell determinant). If it fails, the test is inconclusive. With spin orbitals, $L$ is at least the Coulomb self-repulsion $(\varphi\varphi|\varphi\varphi)$ of every normalised real orbital $\varphi$ in the basis, as $X=|\varphi\alpha\rangle\langle\varphi\alpha|-|\varphi\beta\rangle\langle\varphi\beta|$ shows, so in all-electron calculations compact core orbitals usually make the test inconclusive, even when $P$ is the minimum.
